# A Wigner-type correlation term moves the zero of the jellium bulk modulus to a higher density than in plane-wave Hartree–Fock

In jellium the electrons move in a uniform positive background that neutralises their charge. At zero temperature and fixed spin polarisation the uniform state is described by one number, the radius $r$ of the sphere that holds one electron on average, so that large $r$ means low density. At high density the kinetic energy dominates and the gas resists compression. On dilution the negative exchange energy gains weight, and at some $r$ the bulk modulus computed from the energy per electron passes through zero. With kinetic and exchange energy alone, the Hartree–Fock level for plane waves, this happens at one definite radius. The question is where it happens once correlation is added. For a correlation energy of the form $-a/(r+b)$ with $a,b>0$, there is still exactly one zero, and it lies at smaller $r$, that is at higher density.

```lean
import Mathlib

open Set Filter Topology

namespace JelliumInstability

noncomputable section
```

## The energy per electron

The model energy is
$$e(r)=\frac{A}{r^2}-\frac{B}{r}-\frac{a}{r+b},\qquad r>0 .$$
The term $A/r^2$ is the kinetic energy of the filled Fermi sphere, which scales as the square of the Fermi wave vector $k_F\propto 1/r$, and $-B/r$ is the exchange energy, which scales as $k_F$. For the spin-unpolarised gas in Hartree atomic units $A=\tfrac{3}{10}(9\pi/4)^{2/3}$ and $B=\tfrac{3}{4\pi}(9\pi/4)^{1/3}$, but the theorems use only the signs of the constants. The correlation term is a postulated interpolation. The strength $a$ fixes the low-density tail $-a/r$, the energy beyond exchange that electrons gain by keeping apart, and the length $b$ cuts the term off at the finite value $-a/b$ as $r\to0$. This form lacks the logarithm in $r$ that the correlation energy has at high density.

```lean
/-- Energy per electron at density parameter `r`: kinetic term `A/r²`, exchange term `-B/r`
and correlation term `-a/(r+b)`. -/
def energy (A B a b r : ℝ) : ℝ := A / r ^ 2 - B / r - a / (r + b)
```

All five arguments are real numbers, and `energy A B a b` is the function $r\mapsto e(r)$. Lean's division by zero returns zero and `deriv` returns zero where a function is not differentiable, so values at $r=0$ or $r=-b$ carry no meaning; statements about derivatives are made for $r>0$ and $b>0$, away from both poles.

## Stiffness, pressure and bulk modulus

For any energy per electron $e$, with primes for derivatives in $r$, the stiffness is the combination
$$S(r)=r^2e''(r)-2r\,e'(r),$$
which has the dimension of an energy. In Lean `deriv (deriv e) r` is the derivative of the function `deriv e`, a true second derivative and not a formula inserted by definition.

```lean
/-- The stiffness `r² e'' - 2 r e'` of an energy per electron `e`. -/
def stiffness (e : ℝ → ℝ) (r : ℝ) : ℝ := r ^ 2 * deriv (deriv e) r - 2 * r * deriv e r
```

The volume per electron is $V=4\pi r^3/3$, so $dV/dr=4\pi r^2$, and the pressure is
$$P=-\frac{de}{dV}=-\frac{e'(r)}{4\pi r^2}.$$

```lean
/-- Pressure `-de/dV = -e'/(4πr²)` for the volume per electron `V = 4πr³/3`. -/
def pressure (e : ℝ → ℝ) (r : ℝ) : ℝ := -deriv e r / (4 * Real.pi * r ^ 2)
```

The bulk modulus is $K=-V\,dP/dV$. Since $V/(dV/dr)=r/3$,
$$K=-\frac r3\,\frac{dP}{dr}.$$

```lean
/-- Bulk modulus `-V dP/dV = -(r/3) dP/dr`. -/
def bulkModulus (e : ℝ → ℝ) (r : ℝ) : ℝ := -(r / 3) * deriv (pressure e) r
```

The change of variable from $V$ to $r$ is built into these two definitions: the volume never appears as a Lean object. They describe a compression in which the background follows the electrons and adds no elastic energy of its own. The word instability refers to $K<0$ in this sense. With a rigid background, a modulation of the electron density also costs Coulomb energy, and a negative $K$ alone doesn't make the uniform state collapse.

For the model energy the product $r^2S$ is an algebraic function, the reduced stiffness
$$g(r)=10A-4Br-2a\Big(\frac{r}{r+b}\Big)^{3}(2r+b).$$

```lean
/-- The function `10A - 4Br - 2a (r/(r+b))³ (2r+b)`, called the reduced stiffness. -/
def reduced (A B a b r : ℝ) : ℝ :=
  10 * A - 4 * B * r - 2 * a * ((r / (r + b)) ^ 3 * (2 * r + b))
```

The link between $K$ and $S$ holds for a general $e$. The quotient rule gives
$$\frac{dP}{dr}=-\frac{e''}{4\pi r^2}+\frac{2e'}{4\pi r^3},\qquad K=\frac{e''}{12\pi r}-\frac{2e'}{12\pi r^2}=\frac{S}{12\pi r^3}.$$

```lean
/-- Where `e'` is differentiable, the bulk modulus is the stiffness divided by `12πr³`. -/
theorem bulkModulus_eq (e : ℝ → ℝ) {r : ℝ} (hr : 0 < r)
    (he : DifferentiableAt ℝ (deriv e) r) :
    bulkModulus e r = stiffness e r / (12 * Real.pi * r ^ 3) := by
  have hpi : Real.pi ≠ 0 := Real.pi_ne_zero
  have hr0 : r ≠ 0 := hr.ne'
  have h2 : HasDerivAt (fun x : ℝ => x ^ 2) (2 * r) r := by simpa using hasDerivAt_pow 2 r
  have h := he.hasDerivAt.fun_neg.fun_div (h2.const_mul (4 * Real.pi)) (by positivity)
  have hd : deriv (pressure e) r = _ := h.deriv
  unfold bulkModulus stiffness
  rw [hd]
  field_simp
  ring
```

The hypothesis `he` says that $e'$ is differentiable at $r$. The term `h` is the quotient rule applied to $-e'$ over $4\pi r^2$, and `field_simp` with `ring` collects the terms. Because $12\pi r^3>0$, $K$ and $S$ have the same sign and the same zeros wherever the identity applies.

The term $-2re'$ is what is lost if one looks for the instability at the inflection point of $e$ as a function of $r$. Stability against compression concerns $d^2e/dV^2$, and $V$ is not linear in $r$. Without correlation, $e''=6A/r^4-2B/r^3$ vanishes at $r=3A/B$, whereas $S$ vanishes at $5A/(2B)$; between the two radii $e''$ is positive although $K$ is already negative.

## Two derivatives of the model energy

Term by term,
$$e'(r)=-\frac{2A}{r^3}+\frac{B}{r^2}+\frac{a}{(r+b)^2}.$$

```lean
/-- The first derivative of the energy is `-2A/r³ + B/r² + a/(r+b)²` for `b, r > 0`. -/
theorem hasDerivAt_energy (A B a : ℝ) {b r : ℝ} (hb : 0 < b) (hr : 0 < r) :
    HasDerivAt (energy A B a b) (-2 * A / r ^ 3 + B / r ^ 2 + a / (r + b) ^ 2) r := by
  have hr0 : r ≠ 0 := hr.ne'
  have hrb : r + b ≠ 0 := by positivity
  have h2 : HasDerivAt (fun x : ℝ => x ^ 2) (2 * r) r := by simpa using hasDerivAt_pow 2 r
  have h1 : HasDerivAt (fun x : ℝ => x) 1 r := hasDerivAt_id' r
  have hs : HasDerivAt (fun x : ℝ => x + b) 1 r := h1.add_const b
  have h := (((hasDerivAt_const r A).fun_div h2 (by positivity)).fun_sub
    ((hasDerivAt_const r B).fun_div h1 hr0)).fun_sub ((hasDerivAt_const r a).fun_div hs hrb)
  exact h.congr_deriv (by field_simp; ring)
```

`HasDerivAt f d r` says that $f$ is differentiable at $r$ with derivative $d$. Each term is treated as a constant over a denominator, with the derivatives `h2`, `h1` and `hs` of $r^2$, $r$ and $r+b$, and `congr_deriv` brings the sum to the displayed form. No sign of $A$, $B$ or $a$ is needed. Differentiating once more,
$$e''(r)=\frac{6A}{r^4}-\frac{2B}{r^3}-\frac{2a}{(r+b)^3}.$$

```lean
/-- The second derivative of the energy is `6A/r⁴ - 2B/r³ - 2a/(r+b)³` for `b, r > 0`. -/
theorem hasDerivAt_deriv_energy (A B a : ℝ) {b r : ℝ} (hb : 0 < b) (hr : 0 < r) :
    HasDerivAt (deriv (energy A B a b))
      (6 * A / r ^ 4 - 2 * B / r ^ 3 - 2 * a / (r + b) ^ 3) r := by
  have hr0 : r ≠ 0 := hr.ne'
  have hrb : r + b ≠ 0 := by positivity
  have h2 : HasDerivAt (fun x : ℝ => x ^ 2) (2 * r) r := by simpa using hasDerivAt_pow 2 r
  have h3 : HasDerivAt (fun x : ℝ => x ^ 3) (3 * r ^ 2) r := by simpa using hasDerivAt_pow 3 r
  have hs : HasDerivAt (fun x : ℝ => x + b) 1 r := (hasDerivAt_id' r).add_const b
  have hs2 : HasDerivAt (fun x : ℝ => (x + b) ^ 2) (2 * (r + b)) r :=
    (hs.fun_pow 2).congr_deriv (by norm_num)
  have h := (((hasDerivAt_const r (-2 * A)).fun_div h3 (by positivity)).fun_add
    ((hasDerivAt_const r B).fun_div h2 (by positivity))).fun_add
    ((hasDerivAt_const r a).fun_div hs2 (by positivity))
  -- near `r` the first derivative is given by the explicit formula
  have hev : deriv (energy A B a b) =ᶠ[𝓝 r]
      fun x => -2 * A / x ^ 3 + B / x ^ 2 + a / (x + b) ^ 2 := by
    filter_upwards [Ioi_mem_nhds hr] with x hx
    exact (hasDerivAt_energy A B a hb hx).deriv
  exact (h.congr_of_eventuallyEq hev).congr_deriv (by field_simp; ring)
```

A derivative at $r$ depends on the values of the function near $r$, so the formula for $e'$ at the single point $r$ is not enough. The step `hev` shows that `deriv (energy A B a b)` agrees with the explicit formula on a neighbourhood of $r$, namely on the positive half-line, and `congr_of_eventuallyEq` transfers the derivative. This lemma also supplies the differentiability that `bulkModulus_eq` asks for.

Inserting both derivatives,
$$r^2e''=\frac{6A}{r^2}-\frac{2B}{r}-\frac{2ar^2}{(r+b)^3},\qquad -2re'=\frac{4A}{r^2}-\frac{2B}{r}-\frac{2ar}{(r+b)^2}.$$
The correlation parts combine as $-2ar\,[\,r+(r+b)\,]/(r+b)^3$, so
$$S(r)=\frac{10A}{r^2}-\frac{4B}{r}-\frac{2ar(2r+b)}{(r+b)^3}=\frac{g(r)}{r^2}.$$

```lean
/-- For `b, r > 0` the stiffness of the energy is the reduced stiffness divided by `r²`. -/
theorem stiffness_energy (A B a : ℝ) {b r : ℝ} (hb : 0 < b) (hr : 0 < r) :
    stiffness (energy A B a b) r = reduced A B a b r / r ^ 2 := by
  have hr0 : r ≠ 0 := hr.ne'
  have hrb : r + b ≠ 0 := by positivity
  unfold stiffness reduced
  rw [(hasDerivAt_deriv_energy A B a hb hr).deriv, (hasDerivAt_energy A B a hb hr).deriv]
  field_simp
  ring
```

On $r>0$ the zeros and signs of $S$ are therefore those of $g$.

## The reduced stiffness falls with $r$

Let $0\le r<s$. The inequality $r/(r+b)\le s/(s+b)$ is, after cross-multiplication, $r(s+b)\le s(r+b)$, that is $0\le b(s-r)$. Both sides are non-negative, so their cubes are ordered in the same way, and $2r+b\le 2s+b$. The product $(r/(r+b))^3(2r+b)$ thus doesn't decrease, and multiplied by $-2a\le0$ it doesn't increase. The exchange part $-4Br$ decreases strictly. Hence $g(s)<g(r)$.

```lean
/-- For `B, b > 0` and `a ≥ 0` the reduced stiffness decreases strictly on `r ≥ 0`. -/
theorem reduced_lt (A : ℝ) {B a b r s : ℝ} (hB : 0 < B) (ha : 0 ≤ a) (hb : 0 < b)
    (hr : 0 ≤ r) (hrs : r < s) : reduced A B a b s < reduced A B a b r := by
  have hs : 0 < s := lt_of_le_of_lt hr hrs
  have h0 : 0 ≤ r / (r + b) := by positivity
  have h1 : r / (r + b) ≤ s / (s + b) := by
    rw [div_le_div_iff₀ (by positivity) (by positivity)]
    nlinarith [mul_pos hb (sub_pos.mpr hrs)]
  -- both factors of the correlation term increase
  have h2 : (r / (r + b)) ^ 3 * (2 * r + b) ≤ (s / (s + b)) ^ 3 * (2 * s + b) :=
    mul_le_mul (pow_le_pow_left₀ h0 h1 3) (by linarith) (by positivity) (by positivity)
  have h3 := mul_le_mul_of_nonneg_left h2 ha
  have h4 := mul_lt_mul_of_pos_left hrs hB
  unfold reduced
  linarith
```

Here `h1` is the cross-multiplied inequality, `h2` and `h3` concern the correlation product, and `h4` is $Br<Bs$. Strictness comes from the exchange term alone, so the lemma admits $a=0$.

## Two straight lines that enclose $g$

Put $t=r/(r+b)$ with $r>0$, so $0<t\le1$ and $t(r+b)=r$. Then $t^3\le t$, and
$$0<t^3(2r+b)\le t(2r+b)=2t(r+b)-tb=2r-tb<2r .$$
Multiplying by $2a>0$ and subtracting from $10A-4Br$,
$$10A-4(B+a)r<g(r)<10A-4Br .$$

```lean
/-- For `a, b, r > 0` the reduced stiffness lies strictly between `10A - 4(B+a)r` and
`10A - 4Br`. -/
theorem reduced_bounds (A B : ℝ) {a b r : ℝ} (ha : 0 < a) (hb : 0 < b) (hr : 0 < r) :
    10 * A - 4 * (B + a) * r < reduced A B a b r ∧ reduced A B a b r < 10 * A - 4 * B * r := by
  have hrb : 0 < r + b := by positivity
  have ht0 : 0 < r / (r + b) := by positivity
  have ht1 : r / (r + b) ≤ 1 := by rw [div_le_one hrb]; linarith
  have ht : r / (r + b) * (r + b) = r := by field_simp
  unfold reduced
  generalize r / (r + b) = t at ht0 ht1 ht ⊢
  have h2 : t ^ 2 ≤ 1 := pow_le_one₀ ht0.le ht1
  have h3 : t ^ 3 ≤ t := by nlinarith [mul_le_mul_of_nonneg_left h2 ht0.le]
  have h4 : t ^ 3 * (2 * r + b) ≤ t * (2 * r + b) :=
    mul_le_mul_of_nonneg_right h3 (by positivity)
  have h5 : t ^ 3 * (2 * r + b) < 2 * r := by nlinarith [mul_pos ht0 hb]
  have h6 := mul_lt_mul_of_pos_left h5 ha
  have h7 : 0 < a * (t ^ 3 * (2 * r + b)) := by positivity
  constructor <;> linarith
```

The `generalize` step replaces the quotient by a variable `t` and keeps only the three facts above; `h5` is the bound by $2r$ and `h7` the positivity of the correlation product.

## The zero without correlation

For $a=0$ the reduced stiffness is the straight line $10A-4Br$, which vanishes at $r=5A/(2B)$. With the constants quoted for the unpolarised gas this is $\pi(9\pi/4)^{1/3}\approx6.03$ Bohr radii.

```lean
/-- For `B > 0`, the stiffness of the uncorrelated energy `A/r² - B/r` vanishes on `r > 0` exactly
at `r = 5A/(2B)`. -/
theorem hartreeFock_zero (A : ℝ) {B r : ℝ} (hB : 0 < B) (hr : 0 < r) :
    stiffness (fun x => A / x ^ 2 - B / x) r = 0 ↔ r = 5 * A / (2 * B) := by
  have he : (fun x => A / x ^ 2 - B / x) = energy A B 0 1 := by
    funext x
    simp [energy]
  have h2 : r ^ 2 ≠ 0 := by positivity
  have h3 : 2 * B ≠ 0 := by positivity
  rw [he, stiffness_energy A B 0 one_pos hr, div_eq_iff h2, eq_div_iff h3]
  unfold reduced
  constructor <;> intro h <;> linarith
```

The theorem says that for $B>0$ and $r>0$ the stiffness of $A/r^2-B/r$ vanishes if and only if $r=5A/(2B)$. The function is identified with `energy A B 0 1`, where the value $b=1$ is immaterial because $a=0$. The constant $A$ is unrestricted; for $A\le0$ both sides of the equivalence are false on $r>0$. The lower line $10A-4(B+a)r$ now has a reading as well: it belongs to the energy $A/r^2-(B+a)/r$, in which correlation is replaced by its low-density tail, and this theorem with $B+a$ in place of $B$ puts its zero at $5A/(2(B+a))$.

## The unique zero with correlation

Let $A,B,a,b>0$ and write $r_-=5A/(2(B+a))$, $r_+=5A/(2B)$, so $0<r_-<r_+$. The lower line vanishes at $r_-$, hence $g(r_-)>0$; the upper line vanishes at $r_+$, hence $g(r_+)<0$. On $[r_-,r_+]$ the denominator $r+b$ is positive and $g$ is continuous, so the intermediate value theorem gives $r_0$ with $r_-<r_0<r_+$ and $g(r_0)=0$. Strict decrease gives $g>0$ on $0<r<r_0$ and $g<0$ on $r>r_0$, and dividing by $r^2$ carries the signs to $S$. A zero of $S$ can then lie neither below nor above $r_0$.

```lean
/-- For `A, B, a, b > 0` the stiffness has exactly one zero `r₀` on `r > 0`, with
`5A/(2(B+a)) < r₀ < 5A/(2B)`; it is positive below `r₀` and negative above. -/
theorem correlation_advances_instability {A B a b : ℝ} (hA : 0 < A) (hB : 0 < B)
    (ha : 0 < a) (hb : 0 < b) :
    ∃ r₀, 5 * A / (2 * (B + a)) < r₀ ∧ r₀ < 5 * A / (2 * B) ∧
      (∀ r, 0 < r → (stiffness (energy A B a b) r = 0 ↔ r = r₀)) ∧
      (∀ r, 0 < r → r < r₀ → 0 < stiffness (energy A B a b) r) ∧
      (∀ r, r₀ < r → stiffness (energy A B a b) r < 0) := by
  have hl : 0 < 5 * A / (2 * (B + a)) := by positivity
  have hu : 0 < 5 * A / (2 * B) := by positivity
  have hlu : 5 * A / (2 * (B + a)) ≤ 5 * A / (2 * B) :=
    div_le_div_of_nonneg_left (by positivity) (by positivity) (by linarith)
  have el : 4 * (B + a) * (5 * A / (2 * (B + a))) = 10 * A := by field_simp; ring
  have eu : 4 * B * (5 * A / (2 * B)) = 10 * A := by field_simp; ring
  -- sign change between the two bounds
  have hpos := (reduced_bounds A B ha hb hl).1
  have hneg := (reduced_bounds A B ha hb hu).2
  have hc : ContinuousOn (reduced A B a b) (Icc (5 * A / (2 * (B + a))) (5 * A / (2 * B))) := by
    intro x hx
    have hx0 : 0 < x := lt_of_lt_of_le hl hx.1
    have hxb : x + b ≠ 0 := by positivity
    apply ContinuousAt.continuousWithinAt
    unfold reduced
    fun_prop (disch := exact hxb)
  obtain ⟨r₀, ⟨h1, h2⟩, h0⟩ :=
    intermediate_value_Ioo' hlu hc (show (0 : ℝ) ∈ Ioo _ _ from ⟨by linarith, by linarith⟩)
  have hr₀ : 0 < r₀ := hl.trans h1
  -- strict monotonicity fixes the sign on either side
  have below : ∀ r, 0 < r → r < r₀ → 0 < stiffness (energy A B a b) r := by
    intro r hr h
    have := reduced_lt A hB ha.le hb hr.le h
    rw [stiffness_energy A B a hb hr]
    exact div_pos (by linarith) (by positivity)
  have above : ∀ r, r₀ < r → stiffness (energy A B a b) r < 0 := by
    intro r h
    have hr : 0 < r := hr₀.trans h
    have := reduced_lt A hB ha.le hb hr₀.le h
    rw [stiffness_energy A B a hb hr]
    exact div_neg_of_neg_of_pos (by linarith) (by positivity)
  refine ⟨r₀, h1, h2, fun r hr => ⟨fun h => ?_, fun h => ?_⟩, below, above⟩
  · rcases lt_trichotomy r r₀ with h' | h' | h'
    · exact absurd h (below r hr h').ne'
    · exact h'
    · exact absurd h (above r h').ne
  · rw [h, stiffness_energy A B a hb hr₀, h0, zero_div]
```

In words: for positive $A,B,a,b$ there is a real $r_0$ strictly between $5A/(2(B+a))$ and $5A/(2B)$ such that, for $r>0$, $S(r)=0$ holds exactly when $r=r_0$, $S$ is positive for $0<r<r_0$, and $S$ is negative for $r>r_0$. The last clause needs no condition $r>0$, since $r_0$ exceeds a positive bound. The theorem speaks of `stiffness`; the same statement for `bulkModulus` follows by combining it with `bulkModulus_eq` and `hasDerivAt_deriv_energy`, a step that is not stated here as a separate theorem.

The identities `el` and `eu` say that the two lines vanish at $r_-$ and $r_+$, and `hpos` and `hneg` are the bounds evaluated there. The lemma `intermediate_value_Ioo'` is the version for a function that is larger at the left end, and it returns a point of the open interval, which yields both strict inequalities. The facts `below` and `above` are the sign statements, and `lt_trichotomy` turns them into uniqueness.

With the electron density $n=1/V$ one has $K=n^2\,d^2(ne)/dn^2$, so $r_0$ is the point where the energy density $ne$ of a local functional built from these three terms stops being convex in $n$, within a zero-temperature model of fixed spin polarisation whose correlation is the two-parameter form $-a/(r+b)$.

## Stronger correlation, smaller radius

Take $0\le a_1<a_2$ with the same $A$, $B$, $b$, let $g_1,g_2$ be the corresponding reduced stiffnesses, and let $r_1,r_2>0$ satisfy $g_1(r_1)=0$ and $g_2(r_2)=0$. The factor multiplying $-2a$ is positive at $r_2$, so $g_1(r_2)>g_2(r_2)=0=g_1(r_1)$. If $r_2=r_1$ this reads $0>0$, and if $r_2>r_1$ the decrease of $g_1$ gives $g_1(r_2)<g_1(r_1)$. Only $r_2<r_1$ remains.

```lean
/-- For fixed `A` and `B, b > 0`, and strengths `0 ≤ a₁ < a₂`, any positive zero of the stiffness
for `a₂` is strictly smaller than any positive zero for `a₁` of the stiffness. -/
theorem zero_strictAnti (A : ℝ) {B a₁ a₂ b r₁ r₂ : ℝ} (hB : 0 < B) (ha : 0 ≤ a₁)
    (h12 : a₁ < a₂) (hb : 0 < b) (hr₁ : 0 < r₁) (hr₂ : 0 < r₂)
    (h₁ : stiffness (energy A B a₁ b) r₁ = 0) (h₂ : stiffness (energy A B a₂ b) r₂ = 0) :
    r₂ < r₁ := by
  have p₁ : r₁ ^ 2 ≠ 0 := by positivity
  have p₂ : r₂ ^ 2 ≠ 0 := by positivity
  rw [stiffness_energy A B a₁ hb hr₁, div_eq_iff p₁, zero_mul] at h₁
  rw [stiffness_energy A B a₂ hb hr₂, div_eq_iff p₂, zero_mul] at h₂
  -- at fixed `r` the reduced stiffness decreases with `a`
  have hc : 0 < (r₂ / (r₂ + b)) ^ 3 * (2 * r₂ + b) := by positivity
  have hlt : reduced A B a₂ b r₂ < reduced A B a₁ b r₂ := by
    have := mul_lt_mul_of_pos_right h12 hc
    unfold reduced
    linarith
  rcases lt_trichotomy r₂ r₁ with h | h | h
  · exact h
  · subst h
    linarith
  · have := reduced_lt A hB ha hb hr₁.le h
    linarith

end

end JelliumInstability
```

The two zeros enter as the hypotheses `h₁` and `h₂`, which is why $A$ needs no sign condition here; for $A>0$ the two preceding theorems provide them. The inequality `hlt` is $g_2(r_2)<g_1(r_2)$, and the three cases are those of the argument above. The choice $a_1=0$ compares with the uncorrelated gas and gives $r_2<5A/(2B)$ again. The length $b$ is held fixed, and the theorem says nothing about how the zero moves when $b$ varies.

```lean
#print axioms JelliumInstability.bulkModulus_eq
#print axioms JelliumInstability.hartreeFock_zero
#print axioms JelliumInstability.correlation_advances_instability
#print axioms JelliumInstability.zero_strictAnti
```

```
'JelliumInstability.bulkModulus_eq' depends on axioms: [propext, Classical.choice, Quot.sound]
'JelliumInstability.hartreeFock_zero' depends on axioms: [propext, Classical.choice, Quot.sound]
'JelliumInstability.correlation_advances_instability' depends on axioms: [propext, Classical.choice, Quot.sound]
'JelliumInstability.zero_strictAnti' depends on axioms: [propext, Classical.choice, Quot.sound]
```
